# Peierls phases of a finite matrix: for distinct positions, \(e^{iAX}He^{-iAX}\) is independent of \(A\) exactly when \(H\) is diagonal

Take two sites, labelled 0 and 1, at positions \(x_0=0\) and \(x_1=a\) with \(a\neq 0\). Let \(X\) be the position matrix, \(H\) a Hamiltonian with on-site entries \(\varepsilon_0,\varepsilon_1\) and hopping entries \(u,w\), and \(A\) a real number, the vector potential. Since \(e^{iAX}=\mathrm{diag}(1,e^{iAa})\),

\[
X=\begin{pmatrix}0&0\\0&a\end{pmatrix},\quad
H=\begin{pmatrix}\varepsilon_0&u\\ w&\varepsilon_1\end{pmatrix},\quad
H(A)=e^{iAX}He^{-iAX}=\begin{pmatrix}\varepsilon_0&e^{-iAa}u\\ e^{iAa}w&\varepsilon_1\end{pmatrix}.
\]

The on-site entries are unchanged and the hopping entries acquire a phase. The entry \(H(A)_{01}\) has first derivative \(-ia\,u\) and second derivative \(-a^2u\) at \(A=0\), and \(H(A)\) is the same matrix for all \(A\) only if \(u=w=0\). The same mechanism operates for any finite number of basis states.

## Position, commutator and the coupled operator

```lean
import Mathlib

open Matrix
open Complex (I)

namespace NonlocalGaugeCoupling

noncomputable section

variable {n : Type*} [Fintype n] [DecidableEq n]
```

The type `n` is a finite set of labels \(j,k,\dots\) for the basis states, and `I` is the imaginary unit. One label, or none, is allowed; every matrix is then diagonal and \(H(A)=H\).

```lean
/-- The position operator `X`, diagonal with real entries `x j`. -/
def position (x : n → ℝ) : Matrix n n ℂ := diagonal fun j => (x j : ℂ)
```

The function `x : n → ℝ` assigns a real coordinate \(x_j\) to each basis state, and `position x` is the complex matrix \(X=\mathrm{diag}(x_j)\). The model has one Cartesian direction and a basis in which position is exactly diagonal, as on a real-space grid with open ends. On a periodic ring no single-valued choice of the \(x_j\) gives the right displacement for every hop around the ring, so a ring is not described.

```lean
/-- The commutator `[P, Q] = PQ - QP`. -/
def opComm (P Q : Matrix n n ℂ) : Matrix n n ℂ := P * Q - Q * P
```

`opComm P Q` is \([P,Q]=PQ-QP\).

```lean
/-- The operator `H` in a uniform vector potential `A`: `H(A) = exp(iAX) H exp(-iAX)`. -/
def gauged (x : n → ℝ) (H : Matrix n n ℂ) (A : ℝ) : Matrix n n ℂ :=
  NormedSpace.exp ((I * A) • position x) * H * NormedSpace.exp ((-(I * A)) • position x)
```

`gauged x H A` is \(H(A)=e^{iAX}He^{-iAX}\). `NormedSpace.exp` is the matrix exponential defined by its power series, and `•` multiplies a matrix by a scalar. \(H\) is any complex matrix; hermiticity is never used.

This definition is the physical postulate. It generalises minimal coupling: in the continuum, with \(\hbar=1\), momentum operator \(p\) and \([X,p]=i\), one has \(e^{iAX}p\,e^{-iAX}=p-A\), so the charge, with its sign, is absorbed into \(A\). The vector potential is one number, uniform in space, so it carries no magnetic field. Below, and in the comments of the code, "field" and "field strength" mean the value of \(A\), not an electric or magnetic field.

## The phase on each matrix element

```lean
/-- The exponential `exp(cX)` is diagonal with entries `exp(c x_j)`. -/
theorem exp_position (x : n → ℝ) (c : ℂ) :
    NormedSpace.exp (c • position x) = diagonal fun j => Complex.exp (c * x j) := by
  have h : c • position x = diagonal (fun j => c * (x j : ℂ)) := by
    ext j k
    by_cases hjk : j = k <;> simp [position, hjk]
  rw [h, Matrix.exp_diagonal]
  congr 1
  funext j
  rw [Pi.coe_exp, Complex.exp_eq_exp_ℂ]
```

For any complex \(c\), \(e^{cX}=\mathrm{diag}(e^{cx_j})\). By hand, powers of a diagonal matrix are diagonal, \((cX)^r=\mathrm{diag}((cx_j)^r)\) for \(r=0,1,2,\dots\), and the series \(\sum_r (cX)^r/r!\) sums entry by entry. In Lean, `h` writes \(cX\) as a diagonal matrix, `Matrix.exp_diagonal` is the entrywise summation, and the last line identifies the result with the ordinary complex exponential.

```lean
/-- Each matrix element acquires a Peierls phase:
`H(A)_jk = exp(iA(x_j - x_k)) H_jk`. -/
theorem gauged_apply (x : n → ℝ) (H : Matrix n n ℂ) (A : ℝ) (j k : n) :
    gauged x H A j k = Complex.exp (I * A * ((x j : ℂ) - x k)) * H j k := by
  have h : Complex.exp (I * A * ((x j : ℂ) - x k))
      = Complex.exp (I * A * x j) * Complex.exp (-(I * A) * x k) := by
    rw [← Complex.exp_add]
    congr 1
    ring
  simp only [gauged, exp_position, Matrix.mul_diagonal, Matrix.diagonal_mul]
  rw [h]
  ring
```

`gauged x H A j k` is the element \(H(A)_{jk}\). A diagonal matrix on the left scales row \(j\), and one on the right scales column \(k\), so

\[
H(A)_{jk}=e^{iAx_j}\,H_{jk}\,e^{-iAx_k}=e^{iA(x_j-x_k)}H_{jk}.
\]

This is the Peierls phase for a uniform \(A\), and at \(A=0\) it gives \(H(0)=H\). The lemmas `Matrix.diagonal_mul` and `Matrix.mul_diagonal` do the row and column scaling, `h` is the addition law of the exponential, and `ring` rearranges products.

```lean
/-- The commutator with position has elements `[X, M]_jk = (x_j - x_k) M_jk`. -/
theorem opComm_position_apply (x : n → ℝ) (M : Matrix n n ℂ) (j k : n) :
    opComm (position x) M j k = ((x j : ℂ) - x k) * M j k := by
  simp only [opComm, position, Matrix.sub_apply, Matrix.diagonal_mul, Matrix.mul_diagonal]
  ring
```

The same scaling gives, for any matrix \(M\),

\[
[X,M]_{jk}=x_jM_{jk}-M_{jk}x_k=d_{jk}M_{jk},\qquad d_{jk}=x_j-x_k .
\]

A commutator with \(X\) multiplies each element by the displacement \(d_{jk}\).

## Derivatives with respect to the field

```lean
/-- At every field strength, `dH/dA = i [X, H(A)]`, element by element. -/
theorem hasDerivAt_gauged (x : n → ℝ) (H : Matrix n n ℂ) (A : ℝ) (j k : n) :
    HasDerivAt (fun B : ℝ => gauged x H B j k)
      ((I • opComm (position x) (gauged x H A)) j k) A := by
  -- differentiate the phase factor as a complex function, then restrict to real fields
  have h : HasDerivAt (fun z : ℂ => Complex.exp (I * z * ((x j : ℂ) - x k)) * H j k)
      (Complex.exp (I * A * ((x j : ℂ) - x k)) * (I * 1 * ((x j : ℂ) - x k)) * H j k)
      (A : ℂ) :=
    ((((hasDerivAt_id' (A : ℂ)).const_mul I).mul_const _).cexp).mul_const _
  simp only [gauged_apply, Matrix.smul_apply, opComm_position_apply, smul_eq_mul]
  refine h.comp_ofReal.congr_deriv ?_
  ring
```

`HasDerivAt f f' A` says that the function `f` is differentiable at `A` with derivative `f'`. The function here sends a real value `B` of the vector potential (not a magnetic field) to the complex number \(H(B)_{jk}\), so derivatives are taken one element at a time. By hand,

\[
\frac{d}{dA}\,e^{iAd_{jk}}H_{jk}=i\,d_{jk}\,e^{iAd_{jk}}H_{jk}=i\,d_{jk}H(A)_{jk}=\big(i[X,H(A)]\big)_{jk}.
\]

The term `h` applies the chain rule for a complex variable `z`: start from the identity, multiply by \(i\) and by \(d_{jk}\), exponentiate (`cexp`), multiply by \(H_{jk}\). Then `comp_ofReal` restricts to real arguments, and `congr_deriv` reduces the claim to an equality of two expressions for the derivative, which `ring` confirms.

```lean
/-- The `m`-th derivative of `H(A)` is `exp(iAX) (i^m [X, [X, ... [X, H]]]) exp(-iAX)` with `m`
nested commutators, element by element. -/
theorem iteratedDeriv_gauged (x : n → ℝ) (H : Matrix n n ℂ) (m : ℕ) (j k : n) :
    iteratedDeriv m (fun A : ℝ => gauged x H A j k)
      = fun A => gauged x (I ^ m • (opComm (position x))^[m] H) A j k := by
  have hit : ∀ p : ℕ, (opComm (position x))^[p] H j k = ((x j : ℂ) - x k) ^ p * H j k := by
    intro p
    induction p with
    | zero => simp
    | succ p ih =>
      rw [Function.iterate_succ_apply', opComm_position_apply, ih]
      ring
  induction m with
  | zero => simp
  | succ m ih =>
    funext A
    rw [iteratedDeriv_succ, ih, (hasDerivAt_gauged x _ A j k).deriv]
    simp only [Matrix.smul_apply, opComm_position_apply, gauged_apply, hit, smul_eq_mul]
    ring
```

`(opComm (position x))^[m] H` is the map \(M\mapsto[X,M]\) applied \(m\) times to \(H\), written \(\mathrm{ad}_X^mH\). The statement is

\[
\frac{d^m}{dA^m}H(A)_{jk}=\big(e^{iAX}\,i^m\,\mathrm{ad}_X^mH\,e^{-iAX}\big)_{jk}
\]

for every \(m\ge 0\) and every \(A\). By hand both sides equal \((i\,d_{jk})^m e^{iAd_{jk}}H_{jk}\): each derivative brings down a factor \(i\,d_{jk}\), and each commutator a factor \(d_{jk}\). The inner induction `hit` proves \((\mathrm{ad}_X^pH)_{jk}=d_{jk}^{\,p}H_{jk}\) for every natural number \(p\). The outer induction uses that the \(m\)-th derivative is again of the form `gauged x _ A`, so `hasDerivAt_gauged` applies to it. Lean's `deriv` returns zero for a function that is not differentiable, and this step shows that the case never arises.

```lean
/-- At zero field the first derivative is `H'(0) = i [X, H]` and the second derivative is
`H''(0) = [X, [H, X]]`, element by element. -/
theorem response_at_zero (x : n → ℝ) (H : Matrix n n ℂ) (j k : n) :
    HasDerivAt (fun A : ℝ => gauged x H A j k) ((I • opComm (position x) H) j k) 0 ∧
    HasDerivAt (deriv fun A : ℝ => gauged x H A j k)
      (opComm (position x) (opComm H (position x)) j k) 0 := by
  constructor
  · refine (hasDerivAt_gauged x H 0 j k).congr_deriv ?_
    simp [opComm_position_apply, gauged_apply]
  · -- the first derivative is itself the gauge transform of i[X,H]
    have hd : (deriv fun A : ℝ => gauged x H A j k)
        = fun A => gauged x (I • opComm (position x) H) A j k := by
      funext A
      rw [(hasDerivAt_gauged x H A j k).deriv]
      simp only [Matrix.smul_apply, opComm_position_apply, gauged_apply, smul_eq_mul]
      ring
    have hr : opComm H (position x) j k = -(((x j : ℂ) - x k) * H j k) := by
      simp only [opComm, position, Matrix.sub_apply, Matrix.diagonal_mul, Matrix.mul_diagonal]
      ring
    rw [hd]
    refine (hasDerivAt_gauged x _ 0 j k).congr_deriv ?_
    simp only [Matrix.smul_apply, opComm_position_apply, gauged_apply, smul_eq_mul, hr,
      Complex.ofReal_zero, mul_zero, zero_mul, Complex.exp_zero]
    linear_combination (((x j : ℂ) - x k) ^ 2 * H j k) * Complex.I_sq
```

The symbol `∧` joins two claims. The first is \(H'(0)=i[X,H]\). The second says that the function \(A\mapsto H'(A)_{jk}\), written with `deriv`, has derivative \([X,[H,X]]_{jk}\) at zero. No condition is placed on the positions. By hand,

\[
H'(0)_{jk}=i\,d_{jk}H_{jk},\qquad
H''(0)_{jk}=(i\,d_{jk})^2H_{jk}=-d_{jk}^2H_{jk},
\]
\[
[X,[H,X]]_{jk}=d_{jk}\,[H,X]_{jk}=d_{jk}\,(-d_{jk}H_{jk})=-d_{jk}^2H_{jk}.
\]

With \(d_{01}=-a\) these are the two-site values \(-ia\,u\) and \(-a^2u\). In Lean, `hd` rewrites \(H'(A)\) as the transform of \(i[X,H]\), which can be differentiated again; `hr` is \([H,X]_{jk}=-d_{jk}H_{jk}\); and `linear_combination` closes the remaining identity by adding \(d_{jk}^2H_{jk}\) times the equation \(i^2=-1\).

Physically, \(-H'(0)=i[H,X]\) is the velocity operator, and \(H''(0)\), the coefficient of \(A^2/2\), gives the diamagnetic term; for the continuum kinetic energy \(p^2/2\mu\) of a particle of mass \(\mu\) they reduce to \(p/\mu\) and \(1/\mu\). The continuum comparisons, here and at the definition of \(H(A)\), are there for orientation and no theorem in the file states them.

## When the field drops out

```lean
/-- For arbitrary positions, `H(A) = H` for all real `A` exactly when `H` has no matrix element
between basis states at different positions. -/
theorem gauged_invariant_iff (x : n → ℝ) (H : Matrix n n ℂ) :
    (∀ A, gauged x H A = H) ↔ ∀ j k, x j ≠ x k → H j k = 0 := by
  constructor
  · intro h j k hjk
    -- a field-independent element has zero derivative
    have h0 : HasDerivAt (fun A : ℝ => gauged x H A j k) 0 0 := by
      simp only [h]
      exact hasDerivAt_const _ _
    have h1 := (response_at_zero x H j k).1.unique h0
    rw [Matrix.smul_apply, opComm_position_apply, smul_eq_mul] at h1
    have hne : (x j : ℂ) - x k ≠ 0 := sub_ne_zero.mpr (by exact_mod_cast hjk)
    exact (mul_eq_zero.mp ((mul_eq_zero.mp h1).resolve_left Complex.I_ne_zero)).resolve_left hne
  · intro h A
    ext j k
    rw [gauged_apply]
    by_cases hjk : x j = x k
    · simp [hjk]
    · simp [h j k hjk]
```

The left side of `↔` reads \(H(A)=H\) for all real \(A\); because \(H(0)=H\), this is independence of \(A\). The right side reads \(H_{jk}=0\) whenever \(x_j\neq x_k\). Positions may coincide.

Suppose first that \(H(A)=H\) for all \(A\), and take \(j,k\) with \(x_j\ne x_k\). The element is constant in \(A\), so its derivative at zero vanishes (`h0`). That derivative is also \(i\,d_{jk}H_{jk}\), and uniqueness of derivatives gives \(i\,d_{jk}H_{jk}=0\) (`h1`). As \(i\neq0\) and \(d_{jk}\neq0\) (`hne`), two uses of `mul_eq_zero` leave \(H_{jk}=0\). Conversely, compare elements: if \(x_j=x_k\) the phase is 1, and otherwise \(H_{jk}=0\) and the phase multiplies zero. These are the two branches of `by_cases`.

```lean
/-- For distinct positions, `H(A) = H` for all real `A` exactly when `H` is diagonal in the
position basis. -/
theorem gauged_invariant_iff_isDiag (x : n → ℝ) (hx : Function.Injective x)
    (H : Matrix n n ℂ) : (∀ A, gauged x H A = H) ↔ H.IsDiag := by
  rw [gauged_invariant_iff]
  constructor
  · intro h j k hjk
    exact h j k fun e => hjk (hx e)
  · intro h j k hjk
    have hne : j ≠ k := fun e => hjk (congrArg x e)
    exact h hne
```

`Function.Injective x` says that \(x_j=x_k\) implies \(j=k\): no two basis states share a position. `H.IsDiag` says \(H_{jk}=0\) for \(j\neq k\). Under the hypothesis `hx` the conditions \(x_j\neq x_k\) and \(j\neq k\) are equivalent, and the two branches translate one into the other. Only the direction from invariance to diagonality uses `hx`.

That direction fails without `hx`. Set \(a=0\) in the two-site model, as for two orbitals on one atom when the position matrix elements between them are neglected, and take \(u=w=1\). Then \(X=0\) and \(e^{iAX}\) is the identity, so \(H(A)=H\) for every \(A\) while \(H_{01}=1\). With coincident positions the criterion is that of `gauged_invariant_iff`, which allows arbitrary blocks among states at the same position.

```lean
/-- For distinct positions, coupling only `T` to the field, `T(A) + V`, equals `(T + V)(A)` for
all real `A` exactly when the potential `V` is diagonal in the position basis. -/
theorem kinetic_coupling_iff_isDiag (x : n → ℝ) (hx : Function.Injective x)
    (T V : Matrix n n ℂ) :
    (∀ A, gauged x (T + V) A = gauged x T A + V) ↔ V.IsDiag := by
  have hadd : ∀ A, gauged x (T + V) A = gauged x T A + gauged x V A := by
    intro A
    simp only [gauged, mul_add, add_mul]
  rw [← gauged_invariant_iff_isDiag x hx]
  simp only [hadd, add_right_inj]
```

Split the Hamiltonian as \(T+V\), a kinetic part and a potential; both are arbitrary matrices and the names carry no assumption. The left side says that coupling only \(T\) to the field, \(T(A)+V\), reproduces \((T+V)(A)\) for all \(A\). By hand, the transformation is linear, \((T+V)(A)=T(A)+V(A)\), which is `hadd`. Cancelling \(T(A)\), which is `add_right_inj`, leaves \(V(A)=V\) for all \(A\), and the previous theorem applied to \(V\) makes this equivalent to \(V\) being diagonal. With \(a=0\) and \(V_{01}=V_{10}=1\) the shortcut is exact although \(V\) is not diagonal, so `hx` is needed here too.

For a single-particle Hamiltonian on a finite one-dimensional grid in a uniform vector potential, and with the coupling defined as above, a local potential may be left as it is, while a nonlocal one such as the projector part of a pseudopotential has to carry the phases \(e^{iAd_{jk}}\) and contributes \(i[X,V]\) to the first derivative at \(A=0\). The theorems concern matrix elements only; spectra, dynamics under a time-dependent \(A\) and position-dependent vector potentials are not treated.

## A special value of the vector potential can hide the hopping

```lean
/-- For integer positions, `H(2π) = H` for every matrix `H`. -/
theorem gauged_two_pi (p : n → ℤ) (H : Matrix n n ℂ) :
    gauged (fun j => (p j : ℝ)) H (2 * Real.pi) = H := by
  ext j k
  have h : I * ((2 * Real.pi : ℝ) : ℂ) * ((((p j : ℝ)) : ℂ) - ((p k : ℝ) : ℂ))
      = ((p j - p k : ℤ) : ℂ) * (2 * Real.pi * I) := by
    push_cast
    ring
  rw [gauged_apply, h, Complex.exp_int_mul_two_pi_mul_I, one_mul]

end

end NonlocalGaugeCoupling
```

Here `p : n → ℤ` gives integer positions \(x_j=p_j\), a lattice with unit spacing, and the claim is \(H(2\pi)=H\) for every \(H\). The phase on each element is \(e^{2\pi i(p_j-p_k)}=1\). The step `h` puts the exponent in the form of an integer times \(2\pi i\), and `Complex.exp_int_mul_two_pi_mul_I` evaluates the exponential. For the two sites with \(a=1\) and \(u=w=1\) the positions are distinct and \(H\) is not diagonal, yet \(H(2\pi)=H\). The quantifier `∀ A` in the invariance theorems therefore cannot be replaced by agreement at a single nonzero field chosen without regard to the positions. A suitably chosen single field does suffice: \(H(A)=H\) means \((e^{iAd_{jk}}-1)H_{jk}=0\) for all \(j,k\), so if \(A\,d_{jk}\) is not an integer multiple of \(2\pi\) for any nonzero displacement, as holds for every sufficiently small \(A\neq0\), then \(H_{jk}=0\) whenever \(x_j\neq x_k\). This last remark is not among the theorems of the file.

```lean
#print axioms NonlocalGaugeCoupling.iteratedDeriv_gauged
#print axioms NonlocalGaugeCoupling.kinetic_coupling_iff_isDiag
#print axioms NonlocalGaugeCoupling.gauged_two_pi
```

```
'NonlocalGaugeCoupling.iteratedDeriv_gauged' depends on axioms: [propext, Classical.choice, Quot.sound]
'NonlocalGaugeCoupling.kinetic_coupling_iff_isDiag' depends on axioms: [propext, Classical.choice, Quot.sound]
'NonlocalGaugeCoupling.gauged_two_pi' depends on axioms: [propext, Classical.choice, Quot.sound]
```
